# With a nonzero Wilson parameter, the lattice derivative on a finite periodic ring has only constant zero modes

The theorem `wilson_ker` concerns a one-component complex field on a finite periodic ring, with no mass term, gauge field or interaction. The Wilson operator is the central difference minus `r h / 2` times the three-point Laplacian, and the theorem says that for real nonzero `r` and `h` its kernel is exactly the space of constant fields, whatever the positive number of sites. For a field in the kernel, the attempt shows that (1 − r)² times the squared modulus of the difference across one link equals (1 + r)² times that across the preceding link. Summing round the ring then forces every difference to vanish, since r ≠ 0, so the field is constant; the converse is checked by substitution.

The first attempt, which Lean rejects:

```lean
import Mathlib

open Finset

namespace FermionDoubling

noncomputable section

/-- The central difference `(u_{j+1} - u_{j-1}) / (2h)` on a periodic ring of `n` sites. -/
def centralDiff (n : ℕ) (h : ℝ) : (ZMod n → ℂ) →ₗ[ℂ] (ZMod n → ℂ) where
  toFun u := fun j => (u (j + 1) - u (j - 1)) / (2 * (h : ℂ))
  map_add' u v := by
    funext j
    simp only [Pi.add_apply]
    ring
  map_smul' c u := by
    funext j
    simp only [Pi.smul_apply, smul_eq_mul, RingHom.id_apply]
    ring

/-- The three-point Laplacian `(u_{j+1} - 2 u_j + u_{j-1}) / h²` on the same ring. -/
def laplacian (n : ℕ) (h : ℝ) : (ZMod n → ℂ) →ₗ[ℂ] (ZMod n → ℂ) where
  toFun u := fun j => (u (j + 1) - 2 * u j + u (j - 1)) / (h : ℂ) ^ 2
  map_add' u v := by
    funext j
    simp only [Pi.add_apply]
    ring
  map_smul' c u := by
    funext j
    simp only [Pi.smul_apply, smul_eq_mul, RingHom.id_apply]
    ring

/-- The Wilson operator: the central difference minus `r h / 2` times the Laplacian. -/
def wilson (n : ℕ) (r h : ℝ) : (ZMod n → ℂ) →ₗ[ℂ] (ZMod n → ℂ) :=
  centralDiff n h - ((r * h / 2 : ℝ) : ℂ) • laplacian n h

variable {n : ℕ}

lemma centralDiff_apply (h : ℝ) (u : ZMod n → ℂ) (j : ZMod n) :
    centralDiff n h u j = (u (j + 1) - u (j - 1)) / (2 * (h : ℂ)) := rfl

lemma laplacian_apply (h : ℝ) (u : ZMod n → ℂ) (j : ZMod n) :
    laplacian n h u j = (u (j + 1) - 2 * u j + u (j - 1)) / (h : ℂ) ^ 2 := rfl

lemma exists_site [NeZero n] (j : ZMod n) : ∃ m : ℕ, (m : ZMod n) = j :=
  ⟨j.val, ZMod.natCast_zmod_val j⟩

lemma wilson_apply (r : ℝ) {h : ℝ} (hh : h ≠ 0) (u : ZMod n → ℂ) (j : ZMod n) :
    wilson n r h u j =
      ((1 - r) * (u (j + 1) - u j) + (1 + r) * (u j - u (j - 1))) / (2 * (h : ℂ)) := by
  have hc : (h : ℂ) ≠ 0 := by exact_mod_cast hh
  simp only [wilson, LinearMap.sub_apply, LinearMap.smul_apply, Pi.sub_apply, Pi.smul_apply,
    smul_eq_mul, centralDiff_apply, laplacian_apply]
  push_cast
  field_simp
  ring

/-- For every nonzero Wilson parameter the kernel of the Wilson operator consists of the
constants alone, whatever the number of sites. -/
theorem wilson_ker [NeZero n] {r h : ℝ} (hr : r ≠ 0) (hh : h ≠ 0) :
    LinearMap.ker (wilson n r h) = Submodule.span ℂ {1} := by
  have h2 : 2 * (h : ℂ) ≠ 0 := mul_ne_zero two_ne_zero (by exact_mod_cast hh)
  ext u
  rw [LinearMap.mem_ker, Submodule.mem_span_singleton]
  constructor
  · intro H
    let N : ZMod n → ℝ := fun j => Complex.normSq (u (j + 1) - u j)
    -- neighbouring link differences are proportional
    have link : ∀ j, (1 - r) ^ 2 * N j = (1 + r) ^ 2 * N (j - 1) := by
      intro j
      have e := congrFun H j
      rw [wilson_apply r hh, Pi.zero_apply] at e
      have e' := (div_eq_zero_iff.mp e).resolve_right h2
      have e2 : ((1 - r : ℝ) : ℂ) * (u (j + 1) - u j)
          = ((-(1 + r) : ℝ) : ℂ) * (u j - u (j - 1)) := by
        push_cast
        linear_combination e'
      have e3 := congrArg Complex.normSq e2
      rw [Complex.normSq_mul, Complex.normSq_mul, Complex.normSq_ofReal,
        Complex.normSq_ofReal] at e3
      simp only [N, sub_add_cancel]
      linear_combination e3
    -- sum the squared moduli around the ring
    have shift : ∑ j, N (j - 1) = ∑ j, N j := Equiv.sum_comp (Equiv.subRight (1 : ZMod n)) N
    have total : (1 - r) ^ 2 * ∑ j, N j = (1 + r) ^ 2 * ∑ j, N j := by
      rw [← shift, Finset.mul_sum, ← Finset.sum_congr rfl (fun j _ => link j),
        ← Finset.mul_sum, shift]
    have S0 : ∑ j, N j = 0 := by
      have e : r * ∑ j, N j = 0 := by linear_combination (-1 / 4) * total
      exact (mul_eq_zero.mp e).resolve_left hr
    have step : ∀ j, u (j + 1) = u j := by
      intro j
      have e := (Finset.sum_eq_zero_iff_of_nonneg
        (fun i _ => Complex.normSq_nonneg (u (i + 1) - u i))).mp S0 j (Finset.mem_univ j)
      exact sub_eq_zero.mp (Complex.normSq_eq_zero.mp e)
    have const : ∀ m : ℕ, u (m : ZMod n) = u 0 := by
      intro m
      induction m with
      | zero => rw [Nat.cast_zero]
      | succ k ih => rw [Nat.cast_succ, step, ih]
    refine ⟨u 0, funext fun j => ?_⟩
    obtain ⟨m, rfl⟩ := exists_site j
    simp only [Pi.smul_apply, Pi.one_apply, smul_eq_mul, mul_one]
    exact (const m).symm
  · rintro ⟨a, rfl⟩
    funext j
    rw [wilson_apply r hh]
    simp only [Pi.smul_apply, Pi.one_apply, Pi.zero_apply, sub_self, mul_zero, add_zero,
      zero_div]

end

end FermionDoubling
```

The compiler's answer:

```
Main.lean:86:35: error: Tactic `rewrite` failed: Did not find an occurrence of the pattern
  ∑ j ∈ ?m.428, (1 + r) ^ 2 * N (j - 1)
in the target expression
  ∑ i, (1 - r) ^ 2 * N (i - 1) = (1 + r) ^ 2 * ∑ j, N (j - 1)

n : ℕ
inst✝ : NeZero n
r h : ℝ
hr : r ≠ 0
hh : h ≠ 0
h2 : 2 * ↑h ≠ 0
u : ZMod n → ℂ
H : (wilson n r h) u = 0
N : ZMod n → ℝ := fun j => Complex.normSq (u (j + 1) - u j)
link : ∀ (j : ZMod n), (1 - r) ^ 2 * N j = (1 + r) ^ 2 * N (j - 1)
shift : ∑ j, N (j - 1) = ∑ j, N j
⊢ ∑ i, (1 - r) ^ 2 * N (i - 1) = (1 + r) ^ 2 * ∑ j, N (j - 1)
```

What went wrong. The error arises in `total`, where the link relation is summed over the ring. The first rewrite, `← shift`, replaces `∑ j, N j` by `∑ j, N (j - 1)` on both sides of the goal, not only on the right. `Finset.mul_sum` then moves the factor `(1 - r) ^ 2` inside the left-hand sum, but leaves `(1 + r) ^ 2` outside the right-hand one. The reversed `Finset.sum_congr` looks for a sum with terms `(1 + r) ^ 2 * N (j - 1)`, and the goal contains none, so `rewrite` fails.

The `calc` block fixes the order of the steps. It takes `(1 - r) ^ 2` inside the sum while the terms are still `N j`, which is the form on the left of `link j`. It then applies `link` forwards, term by term, and takes `(1 + r) ^ 2` back out of the sum. Only in the last step does it use `shift`, to turn `∑ j, N (j - 1)` into `∑ j, N j`.

The change, after which it compiles:

```diff
@@ -84,6 +84,8 @@
     have shift : ∑ j, N (j - 1) = ∑ j, N j := Equiv.sum_comp (Equiv.subRight (1 : ZMod n)) N
     have total : (1 - r) ^ 2 * ∑ j, N j = (1 + r) ^ 2 * ∑ j, N j := by
-      rw [← shift, Finset.mul_sum, ← Finset.sum_congr rfl (fun j _ => link j),
-        ← Finset.mul_sum, shift]
+      calc (1 - r) ^ 2 * ∑ j, N j = ∑ j, (1 - r) ^ 2 * N j := Finset.mul_sum _ _ _
+        _ = ∑ j, (1 + r) ^ 2 * N (j - 1) := Finset.sum_congr rfl (fun j _ => link j)
+        _ = (1 + r) ^ 2 * ∑ j, N (j - 1) := (Finset.mul_sum _ _ _).symm
+        _ = (1 + r) ^ 2 * ∑ j, N j := by rw [shift]
     have S0 : ∑ j, N j = 0 := by
       have e : r * ∑ j, N j = 0 := by linear_combination (-1 / 4) * total
```
